# With dual projectors spanned by the pseudo waves, the ultrasoft overlap is positive definite exactly when the all-electron waves are independent

## Waves, projectors and overlap as matrices

Let $F$ be a complex $n\times m$ matrix and $Y$ a complex $k\times m$ matrix. Column $j$ of $F$ is the pseudo wave $\phi_j$, and column $j$ of $Y$ is the all-electron wave $\psi_j$ that belongs to it. The rows are components in an orthonormal basis, so the inner product of two columns is the ordinary complex one, conjugate-linear in the first argument. A star on a matrix or vector denotes the conjugate transpose, and $\|x\|^2=x^*x$.

The two Gram matrices collect all overlaps between waves of the same kind:

$$(F^*F)_{ij}=\langle\phi_i|\phi_j\rangle,\qquad (Y^*Y)_{ij}=\langle\psi_i|\psi_j\rangle .$$

The columns of $F$ are assumed linearly independent: $Fc=0$ only for $c=0$. Nothing is assumed about $Y$. The projectors, the augmentation matrix and the overlap operator are

$$b=F(F^*F)^{-1},\qquad q=Y^*Y-F^*F,\qquad S=1+b\,q\,b^* .$$

## Norms that the pseudo waves have lost

A pseudo wave replaces an all-electron wave inside an augmentation region around the nucleus by something smoother. A norm-conserving construction requires the smooth wave to carry the same charge in that region. An ultrasoft construction gives up this requirement and records the deficit in $q$. The missing norm is then restored by measuring pseudo states with $S$ instead of the identity.

This turns the Kohn–Sham equations into a generalized eigenvalue problem $Hx=\varepsilon Sx$ for the pseudo states $x$, where $H$ is the Hamiltonian that acts on them. Solvers that start with a Cholesky factorization of $S$ need $S$ to be positive definite; the result below says when this holds in a finite-dimensional model with a single set of projectors taken from the span of the pseudo waves.

## Restored overlaps and a criterion for positivity

If the columns of $F$ are linearly independent, then

$$F^*SF=Y^*Y,$$

and $S$ is positive definite if and only if the columns of $Y$ are linearly independent.

The first part is generalized norm conservation. For a pseudo state $x=Fc$ it gives $x^*Sx=\|Yc\|^2$, the squared norm of the all-electron state with the same coefficients. It concerns norms and overlaps only; the link between norm conservation and the energy dependence of scattering properties is not treated.

## The derivation

**The projectors are dual to the pseudo waves.** If $F^*Fv=0$, then $\|Fv\|^2=v^*F^*Fv=0$, so $Fv=0$ and, by independence, $v=0$. Hence $F^*F$ is invertible. It is also Hermitian, so

$$b^*F=(F^*F)^{-1}F^*F=1,\qquad F^*b=F^*F(F^*F)^{-1}=1 .$$

**Augmentation adds to the Gram matrix.** For any $m\times m$ matrix $X$,

$$F^*(1+bXb^*)F=F^*F+(F^*b)X(b^*F)=F^*F+X .$$

The right-hand side equals $Y^*Y$ exactly when $X=Y^*Y-F^*F=q$. So $q$ restores the overlaps, and with these projectors no other matrix does.

**The overlap is a sum of two squares.** Put $P=Fb^*=F(F^*F)^{-1}F^*$. This matrix is Hermitian, so also $P=bF^*$, and $P^2=F(b^*F)b^*=Fb^*=P$. It is the orthogonal projection onto the span of the pseudo waves. Therefore $bF^*Fb^*=P^2=P$, and

$$S=1+bY^*Yb^*-bF^*Fb^*=(Yb^*)^*(Yb^*)+(1-P).$$

Since $1-P$ is an orthogonal projection too, $1-P=(1-P)^*(1-P)$. Taking the expectation value in a vector $x$ gives

$$x^*Sx=\|Yb^*x\|^2+\|x-Fb^*x\|^2 .$$

The numbers $b^*x$ are the coefficients with which the pseudo waves combine to the projection $Px$. The first term is the squared norm of the all-electron wave rebuilt from them; the second is the squared norm of whatever the pseudo waves do not describe.

**Vectors with zero expectation value.** Both terms are non-negative, so $x^*Sx=0$ forces both to vanish. With $c=b^*x$ this means $x=Fc$ and $Yc=0$. Conversely, if $x=Fc$ with $Yc=0$, then $b^*x=c$ and both terms are zero.

**Positive definiteness.** Suppose $S$ is positive definite and $Yc=0$. Then $x=Fc$ has $x^*Sx=0$, so $Fc=0$, and independence of the pseudo waves gives $c=0$. Conversely, suppose the columns of $Y$ are independent. $S$ is Hermitian because $q$ is, and $x^*Sx\ge 0$. If $x^*Sx=0$, then $x=Fc$ with $Yc=0$, hence $c=0$ and $x=0$.

**The norm-conserving limit.** If $Y^*Y=F^*F$, then $q=0$ and $S=1$. If $S=1$, then $F^*SF=Y^*Y$ reads $F^*F=Y^*Y$. So the overlap is the identity exactly when all norms and mutual overlaps already agree.

## Two equal pseudo waves for all-electron waves of different norm

The assumption that the pseudo waves are independent cannot simply be dropped. Take one row and two columns,

$$F=\begin{pmatrix}1&1\end{pmatrix},\qquad Y=\begin{pmatrix}1&2\end{pmatrix}.$$

Any overlap operator on this one-dimensional space is a number $s$, and

$$F^*sF=\begin{pmatrix}s&s\\ s&s\end{pmatrix},\qquad Y^*Y=\begin{pmatrix}1&2\\2&4\end{pmatrix}.$$

No $s$ makes them equal: one pseudo wave cannot have two different norms. Here $F^*F$ is singular, and Mathlib's convention sets its inverse to zero, so the file's definition would give $S=1$. That is positive definite although the columns of $Y$ are dependent, so the second claim fails as well.

## How the Lean statement encodes the physics

The main theorem is `generalized_norm_conservation`. The types `n`, `k` and `m` are finite index sets: `n` labels the components of a pseudo wave, `k` those of an all-electron wave, and `m` the waves themselves. Matrices of equal shape are the case where `k` is `n`; the theorem also allows the all-electron waves to be represented in a larger or smaller basis.

`IndependentColumns F` is Mathlib's linear independence over ℂ, applied to the family of columns. It is the only hypothesis, `hF`. The definitions `projectors F`, `augmentation F Y` and `overlap F Y` are $b$, $q$ and $S$, and `ᴴ` is the conjugate transpose. The conclusion joins the matrix identity to an equivalence between `(overlap F Y).PosDef` and `IndependentColumns Y`. Mathlib's `PosDef` includes hermiticity, and a strict inequality $0<z$ between complex numbers, made available by `ComplexOrder`, means that $z$ is real and positive.

The model has limits that matter for practice:

- The space is finite-dimensional and its basis orthonormal. On a radial grid with positive integration weights, each component must first be multiplied by the square root of its weight.
- The projectors lie in the span of the pseudo waves. They vanish outside the augmentation region only if the columns of $F$ hold just the parts of the pseudo waves inside it; the columns of $Y$ must then be cut off in the same way, and independence refers to these parts. Ultrasoft projectors are usually built differently: the kinetic energy plus the local potential, minus a reference energy, is applied to each pseudo wave, and the resulting functions are combined linearly so that they become dual to the pseudo waves. Such projectors generally lie outside the span of the pseudo waves. The identity $F^*SF=Y^*Y$ uses only duality, whereas the argument for positivity also uses $Fb^*=bF^*$.
- Positive definiteness is a yes-or-no property. No lower bound on the eigenvalues of $S$ is given, so nearly dependent all-electron waves may still leave $S$ badly conditioned.

## The complete file

```lean
import Mathlib

open Matrix
open scoped ComplexOrder

namespace UltrasoftNormConservation

noncomputable section

/-- The waves stored as the columns of `A` are linearly independent. -/
def IndependentColumns {r c : Type*} (A : Matrix r c ℂ) : Prop :=
  LinearIndependent ℂ (fun j : c => fun i : r => A i j)

/-- Columns are independent exactly when no nonzero coefficient vector combines them to zero. -/
theorem independentColumns_iff {r c : Type*} [Fintype c] (A : Matrix r c ℂ) :
    IndependentColumns A ↔ ∀ v : c → ℂ, A *ᵥ v = 0 → v = 0 := by
  have h : ∀ v : c → ℂ, ∑ j, v j • (fun i : r => A i j) = A *ᵥ v := by
    intro v
    ext i
    simp [Matrix.mulVec, dotProduct, Finset.sum_apply, mul_comm]
  unfold IndependentColumns
  rw [Fintype.linearIndependent_iff]
  constructor
  · intro H v hv
    funext j
    exact H v ((h v).trans hv) j
  · intro H v hv j
    exact congrFun (H v ((h v).symm.trans hv)) j

variable {n m k : Type*} [Fintype n] [Fintype m] [Fintype k] [DecidableEq n] [DecidableEq m]

/-- The projectors `b = F (F* F)⁻¹` built from the pseudo waves `F`. -/
def projectors (F : Matrix n m ℂ) : Matrix n m ℂ := F * (Fᴴ * F)⁻¹

/-- The augmentation matrix `q = Y* Y - F* F`: all-electron minus pseudo Gram matrix. -/
def augmentation (F : Matrix n m ℂ) (Y : Matrix k m ℂ) : Matrix m m ℂ := Yᴴ * Y - Fᴴ * F

/-- The ultrasoft overlap operator `S = 1 + b q b*`. -/
def overlap (F : Matrix n m ℂ) (Y : Matrix k m ℂ) : Matrix n n ℂ :=
  1 + projectors F * augmentation F Y * (projectors F)ᴴ

omit [DecidableEq n] in
/-- The Gram matrix of independent pseudo waves is invertible. -/
theorem gram_isUnit {F : Matrix n m ℂ} (hF : IndependentColumns F) :
    IsUnit (Fᴴ * F).det := by
  rw [isUnit_iff_ne_zero]
  intro h0
  obtain ⟨v, hv, hz⟩ := Matrix.exists_mulVec_eq_zero_iff.2 h0
  exact hv ((independentColumns_iff F).1 hF v
    ((Matrix.conjTranspose_mul_self_mulVec_eq_zero F v).1 hz))

omit [DecidableEq n] in
/-- The projectors are dual to linearly independent pseudo waves: `b* F = 1`. -/
theorem projectors_dual {F : Matrix n m ℂ} (hF : IndependentColumns F) :
    (projectors F)ᴴ * F = 1 := by
  rw [projectors, conjTranspose_mul, conjTranspose_nonsing_inv, conjTranspose_mul,
    conjTranspose_conjTranspose, Matrix.mul_assoc, nonsing_inv_mul _ (gram_isUnit hF)]

/-- If the pseudo waves are linearly independent, a matrix `X` placed between the projectors adds
exactly `X` to the Gram matrix of the pseudo waves. -/
theorem gram_augmented {F : Matrix n m ℂ} (hF : IndependentColumns F) (X : Matrix m m ℂ) :
    Fᴴ * (1 + projectors F * X * (projectors F)ᴴ) * F = Fᴴ * F + X := by
  have h : Fᴴ * projectors F = 1 := by
    rw [projectors, ← Matrix.mul_assoc, mul_nonsing_inv _ (gram_isUnit hF)]
  calc Fᴴ * (1 + projectors F * X * (projectors F)ᴴ) * F
      = Fᴴ * F + (Fᴴ * projectors F) * X * ((projectors F)ᴴ * F) := by
        simp only [Matrix.mul_add, Matrix.add_mul, Matrix.mul_one, Matrix.mul_assoc]
    _ = Fᴴ * F + X := by
        rw [h, projectors_dual hF, Matrix.one_mul, Matrix.mul_one]

/-- If the pseudo waves are linearly independent, the generalized norm-conservation condition `F* (1
+ b X b*) F = Y* Y` holds for a matrix `X` if and only if `X = Y* Y - F* F`. -/
theorem augmentation_unique {F : Matrix n m ℂ} (hF : IndependentColumns F)
    (Y : Matrix k m ℂ) (X : Matrix m m ℂ) :
    Fᴴ * (1 + projectors F * X * (projectors F)ᴴ) * F = Yᴴ * Y ↔ X = augmentation F Y := by
  rw [gram_augmented hF, augmentation, eq_sub_iff_add_eq, add_comm (Fᴴ * F) X]

/-- If the pseudo waves are linearly independent, the expectation value of `S` in a vector `x` is
the squared norm of the all-electron wave rebuilt from the projections `b* x`, plus the squared norm
of the part of `x` not described by pseudo waves. -/
theorem overlap_expectation {F : Matrix n m ℂ} (hF : IndependentColumns F)
    (Y : Matrix k m ℂ) (x : n → ℂ) :
    star x ⬝ᵥ overlap F Y *ᵥ x =
      star (Y *ᵥ ((projectors F)ᴴ *ᵥ x)) ⬝ᵥ (Y *ᵥ ((projectors F)ᴴ *ᵥ x)) +
      star (x - F *ᵥ ((projectors F)ᴴ *ᵥ x)) ⬝ᵥ (x - F *ᵥ ((projectors F)ᴴ *ᵥ x)) := by
  have h1 : projectors F * Fᴴ = F * (projectors F)ᴴ := by
    simp only [projectors, conjTranspose_mul, conjTranspose_nonsing_inv,
      conjTranspose_conjTranspose, Matrix.mul_assoc]
  have h2 : projectors F * (Fᴴ * F) = F := by
    rw [← Matrix.mul_assoc, h1, Matrix.mul_assoc, projectors_dual hF, Matrix.mul_one]
  have h3 : (projectors F * Fᴴ) * (F * (projectors F)ᴴ) = F * (projectors F)ᴴ := by
    calc (projectors F * Fᴴ) * (F * (projectors F)ᴴ)
        = (projectors F * (Fᴴ * F)) * (projectors F)ᴴ := by simp only [Matrix.mul_assoc]
      _ = F * (projectors F)ᴴ := by rw [h2]
  -- `1 - F b*` is an orthogonal projection
  have hP : (1 - F * (projectors F)ᴴ)ᴴ * (1 - F * (projectors F)ᴴ)
      = 1 - F * (projectors F)ᴴ := by
    rw [conjTranspose_sub, conjTranspose_one, conjTranspose_mul, conjTranspose_conjTranspose,
      Matrix.sub_mul, Matrix.one_mul, Matrix.mul_sub, Matrix.mul_one, h3, h1, sub_self, sub_zero]
  have hY : (Y * (projectors F)ᴴ)ᴴ * (Y * (projectors F)ᴴ)
      = projectors F * (Yᴴ * Y) * (projectors F)ᴴ := by
    rw [conjTranspose_mul, conjTranspose_conjTranspose]
    simp only [Matrix.mul_assoc]
  -- hence `S` is a sum of two squares
  have hS : overlap F Y = (Y * (projectors F)ᴴ)ᴴ * (Y * (projectors F)ᴴ)
      + (1 - F * (projectors F)ᴴ)ᴴ * (1 - F * (projectors F)ᴴ) := by
    rw [hP, hY, overlap, augmentation, Matrix.mul_sub, h2, Matrix.sub_mul]
    abel
  have hA : star x ⬝ᵥ ((Y * (projectors F)ᴴ)ᴴ * (Y * (projectors F)ᴴ)) *ᵥ x
      = star ((Y * (projectors F)ᴴ) *ᵥ x) ⬝ᵥ ((Y * (projectors F)ᴴ) *ᵥ x) := by
    rw [Matrix.star_mulVec, ← Matrix.dotProduct_mulVec, Matrix.mulVec_mulVec]
  have hB : star x ⬝ᵥ ((1 - F * (projectors F)ᴴ)ᴴ * (1 - F * (projectors F)ᴴ)) *ᵥ x
      = star ((1 - F * (projectors F)ᴴ) *ᵥ x) ⬝ᵥ ((1 - F * (projectors F)ᴴ) *ᵥ x) := by
    rw [Matrix.star_mulVec, ← Matrix.dotProduct_mulVec, Matrix.mulVec_mulVec]
  rw [hS, Matrix.add_mulVec, dotProduct_add, hA, hB, Matrix.sub_mulVec, Matrix.one_mulVec,
    Matrix.mulVec_mulVec x Y, Matrix.mulVec_mulVec x F]

/-- If the pseudo waves are linearly independent, a vector has zero expectation value of `S` exactly
when it is a combination `F c` of pseudo waves whose all-electron counterpart `Y c` vanishes. -/
theorem overlap_expectation_eq_zero_iff {F : Matrix n m ℂ} (hF : IndependentColumns F)
    (Y : Matrix k m ℂ) (x : n → ℂ) :
    star x ⬝ᵥ overlap F Y *ᵥ x = 0 ↔ ∃ c : m → ℂ, Y *ᵥ c = 0 ∧ x = F *ᵥ c := by
  rw [overlap_expectation hF]
  constructor
  · intro h
    -- two non-negative terms sum to zero, so each vanishes
    obtain ⟨ha, hb⟩ := (add_eq_zero_iff_of_nonneg
      (dotProduct_star_self_nonneg _) (dotProduct_star_self_nonneg _)).1 h
    exact ⟨(projectors F)ᴴ *ᵥ x, dotProduct_star_self_eq_zero.1 ha,
      sub_eq_zero.1 (dotProduct_star_self_eq_zero.1 hb)⟩
  · rintro ⟨c, hc, rfl⟩
    have h : (projectors F)ᴴ *ᵥ (F *ᵥ c) = c := by
      rw [Matrix.mulVec_mulVec, projectors_dual hF, Matrix.one_mulVec]
    simp [h, hc]

/-- Generalized norm conservation for linearly independent pseudo waves: `F* S F = Y* Y`, and the
overlap `S` is positive definite if and only if the all-electron waves are linearly independent. -/
theorem generalized_norm_conservation {F : Matrix n m ℂ} (hF : IndependentColumns F)
    (Y : Matrix k m ℂ) :
    Fᴴ * overlap F Y * F = Yᴴ * Y ∧ ((overlap F Y).PosDef ↔ IndependentColumns Y) := by
  refine ⟨(augmentation_unique hF Y _).2 rfl, ?_⟩
  rw [Matrix.posDef_iff_dotProduct_mulVec, independentColumns_iff]
  constructor
  · rintro ⟨-, hpos⟩ c hc
    by_contra hne
    -- a dependency of the all-electron waves gives a nonzero `F c` with zero expectation of `S`
    have hx : F *ᵥ c ≠ 0 := fun h => hne ((independentColumns_iff F).1 hF c h)
    exact (hpos hx).ne' ((overlap_expectation_eq_zero_iff hF Y _).2 ⟨c, hc, rfl⟩)
  · intro hY
    refine ⟨?_, fun x hx => lt_of_le_of_ne ?_ ?_⟩
    · simp only [Matrix.IsHermitian, overlap, augmentation, conjTranspose_add,
        conjTranspose_one, conjTranspose_mul, conjTranspose_sub, conjTranspose_conjTranspose,
        Matrix.mul_assoc]
    · rw [overlap_expectation hF]
      exact add_nonneg (dotProduct_star_self_nonneg _) (dotProduct_star_self_nonneg _)
    · intro h
      obtain ⟨c, hc, hxc⟩ := (overlap_expectation_eq_zero_iff hF Y x).1 h.symm
      exact hx (by rw [hxc, hY c hc, Matrix.mulVec_zero])

/-- If the pseudo waves are linearly independent, the overlap operator is the identity exactly when
pseudo and all-electron waves have the same Gram matrix. -/
theorem overlap_eq_one_iff {F : Matrix n m ℂ} (hF : IndependentColumns F)
    (Y : Matrix k m ℂ) : overlap F Y = 1 ↔ Yᴴ * Y = Fᴴ * F := by
  constructor
  · intro h
    have h' := (generalized_norm_conservation hF Y).1
    rw [h, Matrix.mul_one] at h'
    exact h'.symm
  · intro h
    rw [overlap, augmentation, h, sub_self, Matrix.mul_zero, Matrix.zero_mul, add_zero]

end

end UltrasoftNormConservation
```

```lean
#print axioms UltrasoftNormConservation.overlap_eq_one_iff
```

```
'UltrasoftNormConservation.overlap_eq_one_iff' depends on axioms: [propext, Classical.choice, Quot.sound]
```

## How the proof follows the derivation

`independentColumns_iff` translates Mathlib's notion of independence into the form used above: `A *ᵥ v = 0` implies `v = 0`. The translation rests on the fact that a matrix–vector product is a linear combination of columns.

`gram_isUnit` proves that the determinant of $F^*F$ is invertible. If it were zero, there would be a nonzero $v$ with $F^*Fv=0$; the Mathlib lemma `conjTranspose_mul_self_mulVec_eq_zero` turns this into $Fv=0$, which contradicts independence. `projectors_dual` then obtains $b^*F=1$ by cancelling the inverse.

`gram_augmented` is the calculation of $F^*(1+bXb^*)F$. Its `calc` block first expands and regroups the product, then replaces $F^*b$ and $b^*F$ by the identity. `augmentation_unique` rearranges the resulting equation for $X$, which gives both the existence and the uniqueness of the augmentation matrix.

`overlap_expectation` contains most of the algebra. Its intermediate facts correspond to the steps by hand:

- `h1` is $bF^*=Fb^*$, the hermiticity of $P$.
- `h2` is $bF^*F=F$, and `h3` is $P^2=P$, written with the two forms of $P$.
- `hP` states $(1-P)^*(1-P)=1-P$.
- `hY` rewrites $(Yb^*)^*(Yb^*)$ as $bY^*Yb^*$, and `hS` assembles the sum of two squares.
- `hA` and `hB` convert the two quadratic forms into squared norms.

`overlap_expectation_eq_zero_iff` finds the vectors with zero expectation value. The forward direction applies `add_eq_zero_iff_of_nonneg` to split the vanishing sum and supplies $c=b^*x$ as the coefficient vector. The reverse direction computes $b^*Fc=c$ from duality and substitutes it.

In `generalized_norm_conservation` the matrix identity is `augmentation_unique` applied to $q$ itself. For the equivalence, the forward direction argues by contradiction: a nonzero $c$ with $Yc=0$ would give a nonzero pseudo state $Fc$ whose expectation value is zero, against positivity. The reverse direction has three parts: hermiticity by expanding the definitions, non-negativity from the sum of squares, and exclusion of the value zero by the preceding lemma. The lemma `lt_of_le_of_ne` combines the last two into a strict inequality.

`overlap_eq_one_iff` proves the norm-conserving limit. One direction substitutes $S=1$ into the main identity; the other substitutes equal Gram matrices into the definition of $S$, where the augmentation term vanishes.
